# For phase advances up to π, linear finite elements never put a free plane wave below its exact energy

Q. Take a free particle on a line cut into elements of length $h$, with $\hbar = m = 1$. Let the wave function be $1$ at one node, $-1$ at the next, and so on. What energy do linear elements give?

A. One element is enough, since all contribute alike. The function is $f(x) = 1 - 2x/h$, so its kinetic energy is $\frac12\int_0^h f'^2\,dx = 2/h$ and its norm integral is $\int_0^h f^2\,dx = h/3$. The normalised energy is their ratio, $6/h^2$. The longest free wave with these nodal values, $\cos(\pi x/h)$, has energy $\pi^2/(2h^2) \approx 4.93/h^2$. The straight line has less kinetic energy than the cosine, but it loses even more of the norm, so the ratio goes up.

Q. That is one wave. What about the others?

A. Let the phase advance by $\theta$ per element, so that the wave number is $k = \theta/h$ and the free-particle energy is $k^2/2 = \theta^2/(2h^2)$. For $|\theta| \le \pi$ the element energy is at least this value, with equality only at $\theta = 0$.

Q. I suspect the element energy was simply written down. Where are the basis functions?

A. They are the two straight lines on an element, in a local coordinate $x$ from $0$ to $h$.

```lean
import Mathlib

namespace LinearFiniteElements

noncomputable section

/-- The linear shape function on an element of length `h ≠ 0` that falls from 1 to 0. -/
def falling (h x : ℝ) : ℝ := 1 - x / h

/-- The linear shape function on an element of length `h ≠ 0` that rises from 0 to 1. -/
def rising (h x : ℝ) : ℝ := x / h
```

The matrix elements are integrals of these functions. What `overlap` computes is usually called the mass matrix, and `kinetic` gives half the usual stiffness matrix.

```lean
/-- Overlap integral of two real functions over one element. -/
def overlap (h : ℝ) (f g : ℝ → ℝ) : ℝ := ∫ x in (0 : ℝ)..h, f x * g x

/-- Kinetic-energy integral of two real functions over one element, with `ħ = m = 1`. -/
def kinetic (h : ℝ) (f g : ℝ → ℝ) : ℝ :=
  (1 / 2) * ∫ x in (0 : ℝ)..h, deriv f x * deriv g x
```

Q. A hat function has a kink at its node. What does `deriv` do there?

A. It never meets the kink. Each shape function is a single straight line, and the integration limits confine it to one element. The hat appears only in assembly: node $j$ has a rising line on its left and a falling line on its right.

```lean
/-- Row `j` of the assembled matrix acting on nodal values `u`: the hat function of node `j`
rises on the element to its left and falls on the element to its right (`h ≠ 0`). -/
def assemble (B : (ℝ → ℝ) → (ℝ → ℝ) → ℝ) (h : ℝ) (u : ℤ → ℂ) (j : ℤ) : ℂ :=
  B (rising h) (falling h) * u (j - 1)
    + (B (rising h) (rising h) + B (falling h) (falling h)) * u j
    + B (falling h) (rising h) * u (j + 1)
```

The Schrödinger equation then says, for every integer $j$, that the kinetic row equals $E$ times the overlap row. This is a generalised eigenvalue equation, because neighbouring hats overlap.

```lean
/-- The finite-element Schrödinger equation of a free particle on an infinite uniform chain
of elements of length `h ≠ 0`. -/
def IsSolution (h E : ℝ) (u : ℤ → ℂ) : Prop :=
  ∀ j, assemble (kinetic h) h u j = E * assemble (overlap h) h u j

/-- Nodal values of a plane wave whose phase advances by `θ` per element. -/
def planeWave (θ : ℝ) (j : ℤ) : ℂ := Complex.exp (θ * j * Complex.I)

/-- The linear finite-element plane-wave energy, for `h ≠ 0`. -/
def femEnergy (h θ : ℝ) : ℝ := 3 * (1 - Real.cos θ) / (h ^ 2 * (2 + Real.cos θ))
```

Here `planeWave θ j` is $u_j = e^{i\theta j}$. The formula `femEnergy` has a name at this point, but nothing yet connects it with `IsSolution`.

Q. Then connect them, starting with the integrals.

A. The overlaps are $\int_0^h (x/h)^2dx = h/3$, the same for the falling line, and $\int_0^h (x/h)(1-x/h)\,dx = h/2 - h/3 = h/6$. The slopes are $\pm 1/h$, so the kinetic entries are $\frac12 \cdot h \cdot (\pm 1/h^2) = \pm 1/(2h)$, positive on the diagonal. In Lean, one lemma integrates a general quadratic through its antiderivative. The overlap lemma expands each product into that form, and the kinetic lemma integrates constants.

```lean
/-- The integral of a quadratic polynomial over one element. -/
theorem integral_quadratic (a b c h : ℝ) :
    ∫ x in (0 : ℝ)..h, (a + b * x + c * x ^ 2) = a * h + b * h ^ 2 / 2 + c * h ^ 3 / 3 := by
  have hd : ∀ x ∈ Set.uIcc 0 h, HasDerivAt
      (fun y : ℝ => a * y + b * y ^ 2 / 2 + c * y ^ 3 / 3) (a + b * x + c * x ^ 2) x := by
    intro x _
    have h2 : HasDerivAt (fun y : ℝ => y ^ 2) (2 * x) x := by simpa using hasDerivAt_pow 2 x
    have h3 : HasDerivAt (fun y : ℝ => y ^ 3) (3 * x ^ 2) x := by
      simpa using hasDerivAt_pow 3 x
    exact ((((hasDerivAt_id' x).const_mul a).fun_add ((h2.const_mul b).div_const 2)).fun_add
      ((h3.const_mul c).div_const 3)).congr_deriv (by ring)
  have hc : Continuous fun x : ℝ => a + b * x + c * x ^ 2 := by fun_prop
  refine (intervalIntegral.integral_eq_sub_of_hasDerivAt hd (hc.intervalIntegrable 0 h)).trans ?_
  show a * h + b * h ^ 2 / 2 + c * h ^ 3 / 3 - (a * 0 + b * 0 ^ 2 / 2 + c * 0 ^ 3 / 3) = _
  ring

/-- The overlap matrix of one linear element of nonzero length `h` has diagonal entries `h/3`
and off-diagonal entries `h/6`. -/
theorem element_overlap {h : ℝ} (hh : h ≠ 0) :
    overlap h (rising h) (falling h) = h / 6 ∧ overlap h (rising h) (rising h) = h / 3 ∧
    overlap h (falling h) (falling h) = h / 3 ∧ overlap h (falling h) (rising h) = h / 6 := by
  have e1 : ∀ x, rising h x * falling h x = 0 + (1 / h) * x + (-1 / h ^ 2) * x ^ 2 := by
    intro x; unfold rising falling; ring
  have e2 : ∀ x, rising h x * rising h x = 0 + 0 * x + (1 / h ^ 2) * x ^ 2 := by
    intro x; unfold rising; ring
  have e3 : ∀ x, falling h x * falling h x = 1 + (-2 / h) * x + (1 / h ^ 2) * x ^ 2 := by
    intro x; unfold falling; ring
  have e4 : ∀ x, falling h x * rising h x = 0 + (1 / h) * x + (-1 / h ^ 2) * x ^ 2 := by
    intro x; unfold rising falling; ring
  unfold overlap
  simp only [e1, e2, e3, e4, integral_quadratic]
  refine ⟨?_, ?_, ?_, ?_⟩ <;> field_simp <;> ring

/-- The kinetic matrix of one linear element of nonzero length `h` has diagonal entries
`1/(2h)` and off-diagonal entries `-1/(2h)`. -/
theorem element_kinetic {h : ℝ} (hh : h ≠ 0) :
    kinetic h (rising h) (falling h) = -(1 / (2 * h)) ∧
    kinetic h (rising h) (rising h) = 1 / (2 * h) ∧
    kinetic h (falling h) (falling h) = 1 / (2 * h) ∧
    kinetic h (falling h) (rising h) = -(1 / (2 * h)) := by
  have d0 : ∀ x, deriv (falling h) x = -(1 / h) := fun x =>
    (((hasDerivAt_id' x).div_const h).const_sub 1).deriv
  have d1 : ∀ x, deriv (rising h) x = 1 / h := fun x =>
    ((hasDerivAt_id' x).div_const h).deriv
  unfold kinetic
  simp only [d0, d1, intervalIntegral.integral_const, smul_eq_mul, sub_zero]
  refine ⟨?_, ?_, ?_, ?_⟩ <;> field_simp
```

Q. And the plane wave?

A. Its neighbours satisfy $u_{j-1} + u_{j+1} = (e^{-i\theta} + e^{i\theta})u_j = 2\cos\theta\,u_j$.

```lean
/-- The two neighbours of a node in a plane wave add up to `2 cos θ` times its own value. -/
theorem planeWave_neighbours (θ : ℝ) (j : ℤ) :
    planeWave θ (j - 1) + planeWave θ (j + 1) = 2 * Complex.cos θ * planeWave θ j := by
  have e1 : planeWave θ (j - 1) = Complex.exp (-θ * Complex.I) * planeWave θ j := by
    unfold planeWave; rw [← Complex.exp_add]; congr 1; push_cast; ring
  have e2 : planeWave θ (j + 1) = Complex.exp (θ * Complex.I) * planeWave θ j := by
    unfold planeWave; rw [← Complex.exp_add]; congr 1; push_cast; ring
  rw [e1, e2, Complex.cos]; ring
```

Two elements meet at each node, so the diagonal entries double. The rows become

$$\left(\frac1h - \frac{2\cos\theta}{2h}\right)u_j = \frac{1-\cos\theta}{h}\,u_j, \qquad \left(\frac{2h}{3} + \frac{2h\cos\theta}{6}\right)u_j = \frac{h(2+\cos\theta)}{3}\,u_j .$$

Since $u_j \neq 0$ and $2+\cos\theta \ge 1$, equating the first to $E$ times the second gives

$$E = \frac{3(1-\cos\theta)}{h^2(2+\cos\theta)} .$$

The theorem states this as an equivalence. `hK` and `hM` are the two rows. One direction cancels $u_0$ in row $0$; the other checks every row.

```lean
/-- For `h > 0`, a plane wave solves the finite-element Schrödinger equation with energy `E`
exactly when `E = 3(1 - cos θ)/(h²(2 + cos θ))`. -/
theorem planeWave_isSolution_iff {h : ℝ} (hh : 0 < h) (E θ : ℝ) :
    IsSolution h E (planeWave θ) ↔ E = femEnergy h θ := by
  have hpos : 0 < 2 + Real.cos θ := by linarith [Real.neg_one_le_cos θ]
  -- both assembled matrices act on the plane wave as numbers
  have hK : ∀ j, assemble (kinetic h) h (planeWave θ) j
      = (((1 - Real.cos θ) / h : ℝ) : ℂ) * planeWave θ j := by
    intro j
    obtain ⟨a, b, c, d⟩ := element_kinetic hh.ne'
    unfold assemble
    rw [a, b, c, d]
    push_cast
    linear_combination (-(1 / (2 * (h : ℂ)))) * planeWave_neighbours θ j
  have hM : ∀ j, assemble (overlap h) h (planeWave θ) j
      = ((h * (2 + Real.cos θ) / 3 : ℝ) : ℂ) * planeWave θ j := by
    intro j
    obtain ⟨a, b, c, d⟩ := element_overlap hh.ne'
    unfold assemble
    rw [a, b, c, d]
    push_cast
    linear_combination ((h : ℂ) / 6) * planeWave_neighbours θ j
  have key : E = femEnergy h θ ↔
      (1 - Real.cos θ) / h = E * (h * (2 + Real.cos θ) / 3) := by
    unfold femEnergy
    rw [eq_div_iff (by positivity), div_eq_iff hh.ne']
    constructor
    · intro H; linear_combination (-1 / 3) * H
    · intro H; linear_combination (-3) * H
  rw [key]
  unfold IsSolution
  constructor
  · intro H
    have h0 := H 0
    have hne : planeWave θ 0 ≠ 0 := Complex.exp_ne_zero _
    rw [hK, hM, ← mul_assoc, ← Complex.ofReal_mul] at h0
    exact Complex.ofReal_injective (mul_right_cancel₀ hne h0)
  · intro H j
    rw [hK, hM, ← mul_assoc, ← Complex.ofReal_mul, H]
```

Q. So the energy is derived. Now the inequality, which I would have taken from the variational principle.

A. The proof compares the two energies directly. Clearing the positive denominators, we need $\theta^2(2+\cos\theta) < 6(1-\cos\theta)$ for $\theta \ne 0$. Put $x = |\theta|/2$ and $\cos\theta = 1 - 2\sin^2x$. This becomes $4x^2(3 - 2\sin^2x) < 12\sin^2x$, or

$$3x^2 < \sin^2x\,(3+2x^2), \qquad 0 < x \le \pi/2 .$$

Q. Near $x = 0$ both sides are close to $3x^2$. How do you separate them?

A. Start from $\cos y \ge 1 - y^2/2$. The function $\sin y - (y - y^3/6)$ vanishes at zero and has derivative $\cos y - 1 + y^2/2 \ge 0$, so $\sin x \ge x - x^3/6$. For $x \le 1.4$ the right side of this is non-negative and may be squared. With $t = x^2$,

$$\left(x - \frac{x^3}{6}\right)^2(3+2x^2) - 3x^2 = x^4\left(1 - \frac{7t}{12} + \frac{t^2}{18}\right).$$

The bracket decreases for $t \le 1.96$ and is still about $0.07$ at the end, so it is positive.

For $1.4 < x \le \pi/2$, use $\sin x = \cos(\pi/2 - x) \ge 1 - (\pi/2-x)^2/2 \ge 0.98$. Then $\sin^2x \ge 0.96$, and $0.96(3+2x^2) > 3x^2$ because $x^2 \le 2.5$.

The Lean proof splits at the same point. `monotone_of_deriv_nonneg` supplies the cubic bound on the sine, `hp` is the positive bracket, and `nlinarith` finishes the polynomial inequalities.

```lean
/-- A lower bound on the sine: `3x² < sin²x (3 + 2x²)` for `0 < x ≤ π/2`. -/
theorem sine_bound {x : ℝ} (hx : 0 < x) (hx' : x ≤ Real.pi / 2) :
    3 * x ^ 2 < Real.sin x ^ 2 * (3 + 2 * x ^ 2) := by
  have hcos : ∀ y : ℝ, 1 - y ^ 2 / 2 ≤ Real.cos y := fun y => Real.one_sub_sq_div_two_le_cos
  rcases le_or_gt x 1.4 with hs | hs
  · -- integrate the cosine bound to get sin x ≥ x - x³/6
    have hd : ∀ y : ℝ, HasDerivAt (fun z : ℝ => Real.sin z - (z - z ^ 3 / 6))
        (Real.cos y - (1 - y ^ 2 / 2)) y := by
      intro y
      have h3 : HasDerivAt (fun z : ℝ => z ^ 3) (3 * y ^ 2) y := by
        simpa using hasDerivAt_pow 3 y
      exact ((Real.hasDerivAt_sin y).fun_sub
        ((hasDerivAt_id' y).fun_sub (h3.div_const 6))).congr_deriv (by ring)
    have hm := monotone_of_deriv_nonneg (fun y => (hd y).differentiableAt)
      (fun y => by rw [(hd y).deriv]; linarith [hcos y])
    have h0 := hm hx.le
    simp only [Real.sin_zero] at h0
    have hsin : x - x ^ 3 / 6 ≤ Real.sin x := by linarith
    have ht : x ^ 2 ≤ 1.96 := by nlinarith
    have hp : 0 < 1 - 7 / 12 * x ^ 2 + (x ^ 2) ^ 2 / 18 := by
      nlinarith [sq_nonneg (x ^ 2 - 1.96)]
    have hn : 0 ≤ x - x ^ 3 / 6 := by
      have : 0 ≤ x * (1 - x ^ 2 / 6) := mul_nonneg hx.le (by linarith)
      linarith
    calc 3 * x ^ 2 < (x - x ^ 3 / 6) ^ 2 * (3 + 2 * x ^ 2) := by
          nlinarith [mul_pos (pow_pos hx 4) hp]
      _ ≤ Real.sin x ^ 2 * (3 + 2 * x ^ 2) :=
          mul_le_mul_of_nonneg_right (pow_le_pow_left₀ hn hsin 2) (by positivity)
  · -- near π/2 the sine is close to one
    have hpi := Real.pi_lt_d2
    have hc := hcos (Real.pi / 2 - x)
    rw [Real.cos_pi_div_two_sub] at hc
    have hd : (Real.pi / 2 - x) ^ 2 ≤ 0.04 := by nlinarith
    have h1 : 0.98 ≤ Real.sin x := by linarith
    have h2 : 0.96 ≤ Real.sin x ^ 2 := by nlinarith
    have h3 : x ^ 2 ≤ 2.5 := by nlinarith
    nlinarith [mul_le_mul_of_nonneg_right h2 (by positivity : 0 ≤ 3 + 2 * x ^ 2)]
```

The next theorem undoes the substitution: `hcos` is the half-angle formula and `key` is the inequality without denominators.

```lean
/-- For `h > 0` and nonzero `θ` with `|θ| ≤ π`, the finite-element energy lies strictly above
the free-particle energy `θ²/(2h²)`. -/
theorem free_lt_femEnergy {h θ : ℝ} (hh : 0 < h) (hθ : |θ| ≤ Real.pi) (h0 : θ ≠ 0) :
    θ ^ 2 / (2 * h ^ 2) < femEnergy h θ := by
  have hpos : 0 < 2 + Real.cos θ := by linarith [Real.neg_one_le_cos θ]
  have hb := sine_bound (x := |θ| / 2) (by positivity) (by linarith)
  have hsq : θ ^ 2 = 4 * (|θ| / 2) ^ 2 := by rw [div_pow, sq_abs]; ring
  have hcos : Real.cos θ = 1 - 2 * Real.sin (|θ| / 2) ^ 2 := by
    have h2 := Real.cos_two_mul (|θ| / 2)
    rw [mul_div_cancel₀ |θ| (two_ne_zero), Real.cos_abs] at h2
    linarith [Real.sin_sq_add_cos_sq (|θ| / 2)]
  have key : θ ^ 2 * (2 + Real.cos θ) < 6 * (1 - Real.cos θ) := by
    rw [hcos, hsq]; nlinarith [hb]
  unfold femEnergy
  rw [div_lt_div_iff₀ (by positivity) (by positivity)]
  nlinarith [mul_lt_mul_of_pos_right key (pow_pos hh 2)]
```

Q. Which statement should I quote for the physics?

A. This one. Its hypotheses are $h > 0$, $|\theta| \le \pi$, and that the plane wave solves the element equation with real energy $E$. It concludes $\theta^2/(2h^2) \le E$, with equality exactly when $\theta = 0$. The proof replaces $E$ by the formula, then treats $\theta = 0$, where both energies vanish, separately from the strict case.

```lean
/-- If a plane wave with `|θ| ≤ π` solves the finite-element Schrödinger equation for `h > 0`,
its energy is at least the free-particle energy `θ²/(2h²)`, with equality only at `θ = 0`. -/
theorem energy_from_above {h E θ : ℝ} (hh : 0 < h) (hθ : |θ| ≤ Real.pi)
    (hE : IsSolution h E (planeWave θ)) :
    θ ^ 2 / (2 * h ^ 2) ≤ E ∧ (θ ^ 2 / (2 * h ^ 2) = E ↔ θ = 0) := by
  rw [(planeWave_isSolution_iff hh E θ).mp hE]
  by_cases h0 : θ = 0
  · subst h0
    simp [femEnergy]
  · have hlt := free_lt_femEnergy hh hθ h0
    exact ⟨hlt.le, fun h => absurd h hlt.ne, fun h => absurd h h0⟩
```

Q. Can the element energy be far too high?

A. Not when $kh$ is small. For $(kh)^2 < 6$ there is a simple upper bound, which approaches $k^2/2$ as $kh \to 0$. For small $kh$ it allows about twice the actual error, and it diverges at $(kh)^2 = 6$; the element energy itself never exceeds $6/h^2$, because $1-\cos\theta \le 2$ and $2+\cos\theta \ge 1$. To derive the bound, put $\theta = kh$. The cosine bound gives $3(1-\cos\theta) \le 3\theta^2/2$ and $2+\cos\theta \ge 3(1-\theta^2/6) > 0$. Dividing,

$$E \le \frac{k^2/2}{1-(kh)^2/6} .$$

In the code, `a1` and `a2` are the cosine bound multiplied by the two non-negative factors that arise after cross-multiplication.

```lean
/-- For wave number `k` and `h > 0` with `(kh)² < 6`, the finite-element energy is at most
`(k²/2)/(1 - (kh)²/6)`. -/
theorem femEnergy_le {h k : ℝ} (hh : 0 < h) (hk : (k * h) ^ 2 < 6) :
    femEnergy h (k * h) ≤ (k ^ 2 / 2) / (1 - (k * h) ^ 2 / 6) := by
  have hpos : 0 < 2 + Real.cos (k * h) := by linarith [Real.neg_one_le_cos (k * h)]
  have hc : 1 - (k * h) ^ 2 / 2 ≤ Real.cos (k * h) := Real.one_sub_sq_div_two_le_cos
  have hq : 0 < 1 - (k * h) ^ 2 / 6 := by linarith
  unfold femEnergy
  rw [div_le_div_iff₀ (by positivity) hq]
  -- the cosine bound enters once in the numerator and once in the denominator
  have a1 := mul_le_mul_of_nonneg_left hc hq.le
  have a2 := mul_le_mul_of_nonneg_left hc (sq_nonneg (k * h))
  linarith
```

Q. Where would I see this in an actual calculation?

A. Take a periodic box of length $L$ with eight elements, so $h = L/8$. The program fills two $8\times8$ matrices: kinetic entries $1/h$ on the diagonal and $-1/(2h)$ between neighbours, overlap entries $2h/3$ and $h/6$, with the corners closing the ring. It then solves the generalised eigenvalue problem. The eight modes can be taken as plane waves with $\theta = 2\pi n/8$ for the integers $n = -3, \dots, 4$, so $|\theta| \le \pi$ throughout. For $n = 1$ the exact energy is $19.74/L^2$, the elements give $20.77/L^2$, and the upper bound is $22.00/L^2$. The element energy is thus about 5% too high for this mode, and that is the discretisation error of the mesh.

Q. Why restrict $\theta$ at all?

A. At $\theta = 2\pi$ every nodal value is $1$. The elements see a constant and return zero energy, while $\theta^2/(2h^2) = 2\pi^2/h^2$. The bound therefore fails for unrestricted $\theta$, though this example does not make $\pi$ the exact limit.

```lean
/-- At `θ = 2π` and `h > 0` the finite-element energy lies below `θ²/(2h²)`. -/
theorem below_at_two_pi {h : ℝ} (hh : 0 < h) :
    femEnergy h (2 * Real.pi) < (2 * Real.pi) ^ 2 / (2 * h ^ 2) := by
  have hz : femEnergy h (2 * Real.pi) = 0 := by simp [femEnergy]
  rw [hz]
  have := Real.pi_pos
  positivity

end

end LinearFiniteElements
```

```lean
#print axioms LinearFiniteElements.planeWave_isSolution_iff
#print axioms LinearFiniteElements.energy_from_above
#print axioms LinearFiniteElements.femEnergy_le
#print axioms LinearFiniteElements.below_at_two_pi
```

```
'LinearFiniteElements.planeWave_isSolution_iff' depends on axioms: [propext, Classical.choice, Quot.sound]
'LinearFiniteElements.energy_from_above' depends on axioms: [propext, Classical.choice, Quot.sound]
'LinearFiniteElements.femEnergy_le' depends on axioms: [propext, Classical.choice, Quot.sound]
'LinearFiniteElements.below_at_two_pi' depends on axioms: [propext, Classical.choice, Quot.sound]
```

Q. What must I still supply myself?

A. The step from the continuum to `assemble`. Testing the Schrödinger equation with a hat function, and integrating the kinetic term by parts so that only first derivatives remain, gives integrals over the whole line, which split into the two elements where the hat is non-zero. Here that split is a definition. Potentials, unequal elements, hard walls and higher dimensions would each need a separate argument.
